# The relativistic LDA exchange potential of an unpolarised electron gas as the density derivative of its exchange energy per volume

In the relativistic local density approximation, an unpolarised electron gas of density n has exchange energy per volume -(3/(4π)) kF n Φ(kF/c), in atomic units, where kF = (3π²n)^(1/3) and Φ(b) = 1 - (3/2)((bη - arsinh b)/b²)² with η = √(1 + b²). The declaration `hasDerivAt_exchangeEnergyDensity` states that for n > 0 and c > 0 the derivative of this energy with respect to n, the exchange potential, is -(kF/π)(-1/2 + (3/2) arsinh b/(bη)) at b = kF/c. The proof differentiates kF, obtains the slope of Φ(kF/c) by the chain rule and combines the factors by the product rule. It then uses the identity that Φ + bΦ'/4 equals the bracket in the potential, and leaves the rest to algebra.

As first written in Lean, the proof fails:

```lean
import Mathlib

open Real Set

namespace HasDerivAtExchangeEnergyDensity

noncomputable section

/-- The Fermi energy, rest energy included, in units of the rest energy: `η = √(1 + b²)`, with
`b = kF / c`. -/
def eta (b : ℝ) : ℝ := √(1 + b ^ 2)

/-- The relativistic LDA exchange energy factor `Φ(b)`, for `b > 0`. -/
def exchangeFactor (b : ℝ) : ℝ :=
  1 - 3 / 2 * ((b * eta b - Real.arsinh b) / b ^ 2) ^ 2

/-- The closed form `-1/2 + (3/2) arsinh b / (b η)`, for `b > 0`. -/
def potentialFactor (b : ℝ) : ℝ :=
  -1 / 2 + 3 / 2 * (Real.arsinh b / (b * eta b))

/-- The Fermi momentum of an unpolarised electron gas of density `n ≥ 0`, in atomic units. -/
def fermiMomentum (n : ℝ) : ℝ := (3 * π ^ 2 * n) ^ (1 / 3 : ℝ)

/-- The relativistic LDA exchange energy per volume at density `n > 0` and speed of light
`c > 0`, in atomic units. -/
def exchangeEnergyDensity (c n : ℝ) : ℝ :=
  -(3 / (4 * π)) * (fermiMomentum n * n * exchangeFactor (fermiMomentum n / c))

/-- The slope of `η` is `b / η`. -/
theorem hasDerivAt_eta (b : ℝ) : HasDerivAt eta (b / eta b) b := by
  have hne : 1 + b ^ 2 ≠ 0 := by positivity
  have h1 : HasDerivAt (fun x : ℝ => 1 + x ^ 2) (2 * b) b :=
    ((hasDerivAt_pow 2 b).const_add 1).congr_deriv (by norm_num)
  exact HasDerivAt.congr_deriv (f := eta) (h1.sqrt hne)
    (mul_div_mul_left b _ two_ne_zero)

/-- The slope of the exchange energy factor at `b > 0`. -/
theorem hasDerivAt_exchangeFactor {b : ℝ} (hb : 0 < b) :
    HasDerivAt exchangeFactor
      (-6 * ((b * eta b - Real.arsinh b) / b ^ 2) *
        (1 / eta b - (b * eta b - Real.arsinh b) / b ^ 2 / b)) b := by
  have hη : 0 < eta b := Real.sqrt_pos.2 (by positivity)
  have he : eta b ^ 2 = 1 + b ^ 2 := Real.sq_sqrt (by positivity)
  have hi : eta b * (eta b)⁻¹ = 1 := mul_inv_cancel₀ hη.ne'
  have hs : HasDerivAt Real.arsinh (eta b)⁻¹ b := Real.hasDerivAt_arsinh b
  have sq : ∀ y : ℝ, HasDerivAt (fun x : ℝ => x ^ 2) (2 * y) y := fun y =>
    (hasDerivAt_pow 2 y).congr_deriv (by norm_num)
  -- the numerator `b η - arsinh b` has slope `2 b² / η`
  have key : 1 * eta b + b * (b / eta b) - (eta b)⁻¹ = 2 * b ^ 2 / eta b := by
    linear_combination (eta b)⁻¹ * he - eta b * hi
  have hA : HasDerivAt (fun x : ℝ => (x * eta x - Real.arsinh x) / x ^ 2)
      (2 / eta b - 2 * ((b * eta b - Real.arsinh b) / b ^ 2) / b) b := by
    refine ((((hasDerivAt_id' b).fun_mul (hasDerivAt_eta b)).fun_sub hs).fun_div
      (sq b) (pow_ne_zero 2 hb.ne')).congr_deriv ?_
    rw [key]
    field_simp
  have h := (((sq ((b * eta b - Real.arsinh b) / b ^ 2)).comp b hA).const_mul
    (3 / 2 : ℝ)).const_sub 1
  refine HasDerivAt.congr_deriv (f := exchangeFactor) h ?_
  ring

/-- For `b > 0` the combination `Φ + b Φ' / 4` equals `-1/2 + (3/2) arsinh b / (b η)`. -/
theorem exchangeFactor_add_deriv {b : ℝ} (hb : 0 < b) :
    exchangeFactor b + b * deriv exchangeFactor b / 4 = potentialFactor b := by
  have hη : 0 < eta b := Real.sqrt_pos.2 (by positivity)
  rw [(hasDerivAt_exchangeFactor hb).deriv]
  unfold exchangeFactor potentialFactor
  field_simp
  ring

/-- The exchange potential, the derivative of the exchange energy density with respect to the
density `n > 0`, is `-kF / π` times the potential factor at `kF / c`, for `c > 0`. -/
theorem hasDerivAt_exchangeEnergyDensity {c n : ℝ} (hc : 0 < c) (hn : 0 < n) :
    HasDerivAt (exchangeEnergyDensity c)
      (-(fermiMomentum n / π) * potentialFactor (fermiMomentum n / c)) n := by
  have hp : π ≠ 0 := Real.pi_ne_zero
  have h0 : 0 < 3 * π ^ 2 * n := by positivity
  have hkpos : 0 < fermiMomentum n := Real.rpow_pos_of_pos h0 _
  -- the Fermi momentum grows as the cube root of the density
  have hk : HasDerivAt fermiMomentum (fermiMomentum n / (3 * n)) n := by
    have h : HasDerivAt (fun m : ℝ => (3 * π ^ 2 * m) ^ (1 / 3 : ℝ))
        (3 * π ^ 2 * 1 * (1 / 3) * (3 * π ^ 2 * n) ^ ((1 / 3 : ℝ) - 1)) n :=
      HasDerivAt.rpow_const ((hasDerivAt_id' n).const_mul (3 * π ^ 2)) (Or.inl h0.ne')
    rw [Real.rpow_sub_one h0.ne'] at h
    refine HasDerivAt.congr_deriv (f := fermiMomentum) h ?_
    change _ = (3 * π ^ 2 * n) ^ (1 / 3 : ℝ) / (3 * n)
    generalize (3 * π ^ 2 * n) ^ (1 / 3 : ℝ) = k
    field_simp
  have hb : 0 < fermiMomentum n / c := div_pos hkpos hc
  have hF : HasDerivAt (fun m => exchangeFactor (fermiMomentum m / c))
      (deriv exchangeFactor (fermiMomentum n / c) * (fermiMomentum n / (3 * n) / c)) n :=
    HasDerivAt.comp n (hasDerivAt_exchangeFactor hb).differentiableAt.hasDerivAt
      (hk.div_const c)
  refine HasDerivAt.congr_deriv (f := exchangeEnergyDensity c)
    (((hk.fun_mul (hasDerivAt_id' n)).fun_mul hF).const_mul (-(3 / (4 * π)))) ?_
  rw [← exchangeFactor_add_deriv hb]
  generalize deriv exchangeFactor (fermiMomentum n / c) = D
  generalize exchangeFactor (fermiMomentum n / c) = F
  field_simp <;> ring

end

end HasDerivAtExchangeEnergyDensity
```

The error:

```
Main.lean:92:22: error: Application type mismatch: The argument
  DifferentiableAt.hasDerivAt (HasDerivAt.differentiableAt (hasDerivAt_exchangeFactor hb))
has type
  HasDerivAt exchangeFactor (deriv exchangeFactor (fermiMomentum n / c)) (fermiMomentum n / c)
but is expected to have type
  HasDerivAt (HSub.hSub 1) (deriv exchangeFactor (fermiMomentum n / c))
    (3 / 2 *
      ((fermiMomentum n / c * eta (fermiMomentum n / c) - arsinh (fermiMomentum n / c)) / (fermiMomentum n / c) ^ 2) ^
        2)
in the application
  HasDerivAt.comp n (DifferentiableAt.hasDerivAt (HasDerivAt.differentiableAt (hasDerivAt_exchangeFactor hb)))
```

Diagnosis. The error is in the chain rule step `hF`. `HasDerivAt.comp` concludes something about a composition, and Lean had to work out the outer and inner functions from the stated goal. The message shows that it unfolded `exchangeFactor` and took its outermost operation, subtraction from 1 (`HSub.hSub 1`), as the outer function. It therefore expected a derivative of that function at the point `3 / 2 * (...) ^ 2`, and the supplied derivative of `exchangeFactor` at `fermiMomentum n / c` did not fit.

The repair states the two derivatives first, as `hΦ` for `exchangeFactor` and `hd` for `fun m => fermiMomentum m / c`. It then forms `hΦ.comp n hd` in a `have` with no stated type, so the two functions come from these facts and not from the goal. The result is the required statement up to unfolding the composition, which `exact h` accepts.

Replacing `field_simp <;> ring` by the two tactics on separate lines is mere tidying.

After these edits no error is left:

```diff
@@ -89,7 +89,12 @@
   have hb : 0 < fermiMomentum n / c := div_pos hkpos hc
   have hF : HasDerivAt (fun m => exchangeFactor (fermiMomentum m / c))
-      (deriv exchangeFactor (fermiMomentum n / c) * (fermiMomentum n / (3 * n) / c)) n :=
-    HasDerivAt.comp n (hasDerivAt_exchangeFactor hb).differentiableAt.hasDerivAt
-      (hk.div_const c)
+      (deriv exchangeFactor (fermiMomentum n / c) * (fermiMomentum n / (3 * n) / c)) n := by
+    have hΦ : HasDerivAt exchangeFactor (deriv exchangeFactor (fermiMomentum n / c))
+        (fermiMomentum n / c) :=
+      (hasDerivAt_exchangeFactor hb).differentiableAt.hasDerivAt
+    have hd : HasDerivAt (fun m => fermiMomentum m / c) (fermiMomentum n / (3 * n) / c) n :=
+      hk.div_const c
+    have h := hΦ.comp n hd
+    exact h
   refine HasDerivAt.congr_deriv (f := exchangeEnergyDensity c)
     (((hk.fun_mul (hasDerivAt_id' n)).fun_mul hF).const_mul (-(3 / (4 * π)))) ?_
@@ -97,5 +102,6 @@
   generalize deriv exchangeFactor (fermiMomentum n / c) = D
   generalize exchangeFactor (fermiMomentum n / c) = F
-  field_simp <;> ring
+  field_simp
+  ring
 
 end
```
